# One-over-N extrapolation of exchange plus RPA correlation: a 1/N exchange error vanishes, a 1/N² correlation error changes sign

To estimate the bulk value of exchange plus correlation from periodic RPA calculations, one can compute the sum of these two energies for two cell sizes and extend a straight line in $1/N$ to infinite size. If the two parts converge at different rates, the line is suited to at most one of them. The parts below work out the consequence for energies whose finite-size errors are exactly one inverse power each.

Let $N$ be the number of primitive cells in the simulation cell, with energies taken per primitive cell.

```lean
import Mathlib

noncomputable section

namespace RPACellExtrapolation
```

The exchange energy is assumed to follow $F_x(N)=E_x+a/N$. Here $E_x$ is the bulk value, and $a$ measures the leading error from representing the long-range exchange interaction in a finite cell.

```lean
/-- The exchange energy `F` approaches its bulk value `Ex` with an error `a / N`
at every positive cell size `N`. -/
def ExchangeLaw (F : ℝ → ℝ) (Ex a : ℝ) : Prop :=
  ∀ N : ℝ, 0 < N → F N = Ex + a / N
```

The RPA correlation energy is assumed to follow $F_c(N)=E_c+b/N^2$, where $b$ measures the corresponding error of the correlation part.

```lean
/-- The RPA correlation energy `F` approaches its bulk value `Ec` with an error `b / N ^ 2`
at every positive cell size `N`. -/
def CorrelationLaw (F : ℝ → ℝ) (Ec b : ℝ) : Prop :=
  ∀ N : ℝ, 0 < N → F N = Ec + b / N ^ 2
```

Both laws are hypotheses, required at every positive real $N$. Real energies carry further terms, and their leading powers depend on the material and on the treatment of small wave vectors. Whether a given calculation is close enough to these laws has to be checked on its data.

Extrapolation of order $p$ from cells $N$ and $mN$ is

$$X_p[F](N)=\frac{m^pF(mN)-F(N)}{m^p-1}.$$

The formula needs $m^p\neq1$, which is assumed in the derivations below. In Lean this is `extrapolate p m F N`, with $p$ a natural number and $m$ real. Order one is the straight line in $1/N$.

```lean
/-- Two-cell extrapolation of order `p` of an energy `F` from the cell sizes `N` and `m * N`,
meant for `m ^ p ≠ 1`. -/
def extrapolate (p : ℕ) (m : ℝ) (F : ℝ → ℝ) (N : ℝ) : ℝ :=
  (m ^ p * F (m * N) - F N) / (m ^ p - 1)
```

## (a) Energies that obey both laws

**Task.** Check that the following energies satisfy the two laws with nonzero errors:

$$F_x(N)=-3+\frac{2}{N},\qquad F_c(N)=-1+\frac{5}{N^2}.$$

**Solution.** Read off $E_x=-3$, $a=2$, $E_c=-1$, $b=5$. The numbers are arbitrary and describe no material: at $N=1$ and $N=2$ this $F_c$ is positive, which an RPA correlation energy never is. They only show that the two laws can hold with nonzero errors. Both sides of each law are the same expression, so `rfl` suffices.

```lean
/-- The energies `-3 + 2 / N` and `-1 + 5 / N ^ 2` obey the exchange law and the
correlation law. -/
theorem laws_witness :
    ExchangeLaw (fun N => -3 + 2 / N) (-3) 2 ∧
      CorrelationLaw (fun N => -1 + 5 / N ^ 2) (-1) 5 :=
  ⟨fun _ _ => rfl, fun _ _ => rfl⟩
```

## (b) Extrapolating a sum

**Task.** Show that extrapolation is additive:

$$X_p[F+G](N)=X_p[F](N)+X_p[G](N).$$

**Solution.** The numerator separates as

$$m^p\big(F(mN)+G(mN)\big)-\big(F(N)+G(N)\big)=\big(m^pF(mN)-F(N)\big)+\big(m^pG(mN)-G(N)\big).$$

Divide by $m^p-1$. In Lean, `F + G` is the pointwise sum, which `Pi.add_apply` evaluates at each size.

```lean
/-- Extrapolating a sum of two energies is the same as adding their extrapolations
of the same order. -/
theorem extrapolate_add (p : ℕ) (m : ℝ) (F G : ℝ → ℝ) (N : ℝ) :
    extrapolate p m (F + G) N = extrapolate p m F N + extrapolate p m G N := by
  simp only [extrapolate, Pi.add_apply]
  ring
```

## (c) The exchange part

**Task.** For $N>0$ and $m>1$, show that

$$X_1[F_x](N)=E_x.$$

**Solution.** Insert the law at both sizes:

$$m\left(E_x+\frac{a}{mN}\right)-\left(E_x+\frac aN\right)=(m-1)E_x.$$

Division by $m-1$ gives the result.

The Lean proof inserts the law with `rw` and then uses `div_eq_iff hd`. Given a nonzero denominator, this Mathlib lemma turns $x/d=y$ into $x=y\,d$, which here is the displayed equation. The hypothesis $m>1$ supplies `hd`. Then `field_simp` clears the remaining denominators and `ring` compares polynomials. Parts (d), (g) and (h) use the same device.

```lean
/-- For `N > 0` and `m > 1`, one-over-N extrapolation of an exchange energy that obeys the
exchange law gives its bulk value. -/
theorem extrapolate_exchange {Fx : ℝ → ℝ} {Ex a m N : ℝ}
    (hx : ExchangeLaw Fx Ex a) (hN : 0 < N) (hm : 1 < m) :
    extrapolate 1 m Fx N = Ex := by
  have hm0 : 0 < m := by linarith
  have hd : m - 1 ≠ 0 := (sub_pos.2 hm).ne'
  simp only [extrapolate, pow_one]
  rw [hx N hN, hx (m * N) (by positivity), div_eq_iff hd]
  field_simp
  ring
```

## (d) The correlation part

**Task.** Under the same conditions, show that

$$X_1[F_c](N)=E_c-\frac{b}{mN^2}.$$

**Solution.** The numerator is

$$m\left(E_c+\frac{b}{m^2N^2}\right)-\left(E_c+\frac{b}{N^2}\right)=(m-1)E_c-(m-1)\frac{b}{mN^2}.$$

Divide by $m-1$. The square in $(mN)^2$ must act on $m$ too: with $b/(mN^2)$ as the large cell's error, the correlation error would seem to cancel.

```lean
/-- For `N > 0` and `m > 1`, one-over-N extrapolation of a correlation energy that obeys the
correlation law leaves the error `-b / (m * N ^ 2)`. -/
theorem extrapolate_correlation {Fc : ℝ → ℝ} {Ec b m N : ℝ}
    (hc : CorrelationLaw Fc Ec b) (hN : 0 < N) (hm : 1 < m) :
    extrapolate 1 m Fc N = Ec - b / (m * N ^ 2) := by
  have hm0 : 0 < m := by linarith
  have hd : m - 1 ≠ 0 := (sub_pos.2 hm).ne'
  simp only [extrapolate, pow_one]
  rw [hc N hN, hc (m * N) (by positivity), div_eq_iff hd]
  field_simp
  ring
```

## (e) The sum of exchange and correlation

**Task.** Combine the two parts into

$$X_1[F_x+F_c](N)=E_x+E_c-\frac{b}{mN^2}.$$

**Solution.** Split the sum by (b), then insert (c) and (d). The Lean proof rewrites with these three theorems in that order.

```lean
/-- Under the exchange and correlation laws, with `N > 0` and `m > 1`, one-over-N extrapolation of
the sum of the two energies removes the exchange error and leaves `-b / (m * N ^ 2)`. -/
theorem joint_extrapolation {Fx Fc : ℝ → ℝ} {Ex Ec a b m N : ℝ}
    (hx : ExchangeLaw Fx Ex a) (hc : CorrelationLaw Fc Ec b) (hN : 0 < N) (hm : 1 < m) :
    extrapolate 1 m (Fx + Fc) N = Ex + Ec - b / (m * N ^ 2) := by
  rw [extrapolate_add, extrapolate_exchange hx hN hm, extrapolate_correlation hc hN hm]
  ring
```

## (f) Comparison with the original errors

**Task.** Express the remaining error through the correlation error of each cell:

$$X_1[F_x+F_c](N)-(E_x+E_c)=-\frac{F_c(N)-E_c}{m}=-m\big(F_c(mN)-E_c\big).$$

**Solution.** The two correlation errors are $b/N^2$ and $b/(m^2N^2)$. Multiplying them by $-1/m$ and $-m$ gives $-b/(mN^2)$ both times. For $m=2$ and $b\neq0$, the remaining error is half the small cell's correlation error and twice the large cell's, with the opposite sign. Lean states the two equalities as a conjunction.

```lean
/-- Under the exchange and correlation laws, with `N > 0` and `m > 1`, the error of the joint
extrapolation is `-1 / m` times the correlation error of the small cell and `-m` times that of the
large cell. -/
theorem joint_error_reversed {Fx Fc : ℝ → ℝ} {Ex Ec a b m N : ℝ}
    (hx : ExchangeLaw Fx Ex a) (hc : CorrelationLaw Fc Ec b) (hN : 0 < N) (hm : 1 < m) :
    extrapolate 1 m (Fx + Fc) N - (Ex + Ec) = -(Fc N - Ec) / m ∧
      extrapolate 1 m (Fx + Fc) N - (Ex + Ec) = -m * (Fc (m * N) - Ec) := by
  have hm0 : 0 < m := by linarith
  rw [joint_extrapolation hx hc hN hm, hc N hN, hc (m * N) (by positivity)]
  constructor
  · field_simp
    ring
  · field_simp
    ring
```

## (g) Separate orders for the two parts

**Task.** With exchange and correlation known separately, show that

$$X_1[F_x](N)+X_2[F_c](N)=E_x+E_c.$$

**Solution.** Part (c) handles exchange. For correlation,

$$m^2\left(E_c+\frac{b}{m^2N^2}\right)-\left(E_c+\frac b{N^2}\right)=(m^2-1)E_c,$$

so $X_2[F_c](N)=E_c$, which is the step `h2`.

```lean
/-- Under the exchange and correlation laws, with `N > 0` and `m > 1`, extrapolating exchange with
order one and correlation with order two gives the sum of their bulk values from two cells. -/
theorem separate_extrapolation {Fx Fc : ℝ → ℝ} {Ex Ec a b m N : ℝ}
    (hx : ExchangeLaw Fx Ex a) (hc : CorrelationLaw Fc Ec b) (hN : 0 < N) (hm : 1 < m) :
    extrapolate 1 m Fx N + extrapolate 2 m Fc N = Ex + Ec := by
  have hm0 : 0 < m := by linarith
  have hd : m ^ 2 - 1 ≠ 0 := by nlinarith
  -- the order-two weights cancel the inverse-square error
  have h2 : extrapolate 2 m Fc N = Ec := by
    simp only [extrapolate]
    rw [hc N hN, hc (m * N) (by positivity), div_eq_iff hd]
    field_simp
    ring
  rw [extrapolate_exchange hx hN hm, h2]
```

## (h) Summed energies from three cells

**Task.** Let $G(N)=X_1[F_x+F_c](N)$. Show that

$$X_2[G](N)=E_x+E_c.$$

**Solution.** By (e), $G(N)=E_x+E_c-b/(mN^2)$ and $G(mN)=E_x+E_c-b/(m^3N^2)$. Hence

$$m^2G(mN)-G(N)=(m^2-1)(E_x+E_c).$$

The cells used are $N$, $mN$ and $m^2N$. In Lean, `extrapolate 1 m (Fx + Fc)` without its last argument is again a function of cell size, so it can be extrapolated in turn.

```lean
/-- Under the exchange and correlation laws, with `N > 0` and `m > 1`, an order-two extrapolation of
the one-over-N extrapolated sum of exchange and correlation gives the sum of their bulk values. -/
theorem three_cell_extrapolation {Fx Fc : ℝ → ℝ} {Ex Ec a b m N : ℝ}
    (hx : ExchangeLaw Fx Ex a) (hc : CorrelationLaw Fc Ec b) (hN : 0 < N) (hm : 1 < m) :
    extrapolate 2 m (extrapolate 1 m (Fx + Fc)) N = Ex + Ec := by
  have hm0 : 0 < m := by linarith
  have hmN : 0 < m * N := by positivity
  have hd : m ^ 2 - 1 ≠ 0 := by nlinarith
  -- the first extrapolation leaves a pure inverse-square error at both sizes
  show (m ^ 2 * extrapolate 1 m (Fx + Fc) (m * N) - extrapolate 1 m (Fx + Fc) N)
    / (m ^ 2 - 1) = Ex + Ec
  rw [joint_extrapolation hx hc hmN hm, joint_extrapolation hx hc hN hm, div_eq_iff hd]
  field_simp
  ring
```

## (i) Fixed weights on two summed energies

**Task.** For $N>0$ and $m>1$, show that no real $u,v$ satisfy, for all $E,a,b$,

$$u\left(E+\frac aN+\frac b{N^2}\right)+v\left(E+\frac a{mN}+\frac b{(mN)^2}\right)=E.$$

**Solution.** Suppose they do, and test three choices of $(E,a,b)$:

- $(1,0,0)$ gives $u+v=1$.
- $(0,mN,0)$ gives $um+v=0$.
- $(0,0,(mN)^2)$ gives $um^2+v=0$.

Subtracting the second equation from the third gives $um(m-1)=0$, so $u=0$. Then $v=0$, which contradicts $u+v=1$. These equations are `h1`, `h2` and `h3` in the proof.

Here $E$ stands for the summed bulk value $E_x+E_c$. The weights may depend on $m$ and $N$, but not on the energies. Part (g) evades the obstruction by using separate components, and (h) by using a third cell.

```lean
/-- For `N > 0` and `m > 1`, no fixed weights `u` and `v` on the energies `E + a / n + b / n ^ 2` of
the cells `n = N` and `n = m * N` give the bulk value `E` for all `E`, `a` and `b`. -/
theorem no_exact_two_cell_weights {m N : ℝ} (hN : 0 < N) (hm : 1 < m) (u v : ℝ) :
    ¬ ∀ E a b : ℝ, u * (E + a / N + b / N ^ 2)
      + v * (E + a / (m * N) + b / (m * N) ^ 2) = E := by
  intro h
  have hm0 : 0 < m := by linarith
  have hmN : m * N ≠ 0 := by positivity
  -- test the weights on a constant, a pure exchange error and a pure correlation error
  have h1 : u + v = 1 := by linear_combination h 1 0 0
  have h2 : u * m + v = 0 := by
    have t := h 0 (m * N) 0
    have e : m * N / N = m := by field_simp
    rw [e, div_self hmN] at t
    linear_combination t
  have h3 : u * m ^ 2 + v = 0 := by
    have t := h 0 0 ((m * N) ^ 2)
    have e : (m * N) ^ 2 / N ^ 2 = m ^ 2 := by field_simp
    rw [e, div_self (pow_ne_zero 2 hmN)] at t
    linear_combination t
  have h4 : u * (m * (m - 1)) = 0 := by linear_combination h3 - h2
  have hu : u = 0 :=
    (mul_eq_zero.mp h4).resolve_right (mul_pos hm0 (sub_pos.2 hm)).ne'
  rw [hu] at h1 h2
  linarith

end RPACellExtrapolation
```

```lean
#print axioms RPACellExtrapolation.extrapolate_correlation
-- 'RPACellExtrapolation.extrapolate_correlation' depends on axioms: [propext, Classical.choice, Quot.sound]
#print axioms RPACellExtrapolation.joint_error_reversed
-- 'RPACellExtrapolation.joint_error_reversed' depends on axioms: [propext, Classical.choice, Quot.sound]
#print axioms RPACellExtrapolation.three_cell_extrapolation
-- 'RPACellExtrapolation.three_cell_extrapolation' depends on axioms: [propext, Classical.choice, Quot.sound]
#print axioms RPACellExtrapolation.no_exact_two_cell_weights
-- 'RPACellExtrapolation.no_exact_two_cell_weights' depends on axioms: [propext, Classical.choice, Quot.sound]
```
